# Relaxing a breathing coordinate of stiffness k > 0, coupled to the dilation with strength g, lowers C11 and C12 of a cubic crystal by g²/k and leaves C44 unchanged

Relaxation is modelled here at fixed strain: the relaxed energy is the least element of the set of energies that the crystal takes as the breathing coordinate $w$ runs over all real numbers. The claim therefore includes that the minimum is reached at some value of $w$.

```lean
import Mathlib

open Finset

namespace BreathingShellCauchy

noncomputable section

/-- Elastic energy density of a cubic crystal; `e 0, e 1, e 2` are the normal strains and
`e 3, e 4, e 5` the engineering shear strains. -/
def cubicEnergy (C11 C12 C44 : ℝ) (e : Fin 6 → ℝ) : ℝ :=
  (C11 * (e 0 ^ 2 + e 1 ^ 2 + e 2 ^ 2) + 2 * C12 * (e 0 * e 1 + e 1 * e 2 + e 0 * e 2)
    + C44 * (e 3 ^ 2 + e 4 ^ 2 + e 5 ^ 2)) / 2

/-- The trace of the strain. -/
def dilation (e : Fin 6 → ℝ) : ℝ := e 0 + e 1 + e 2

/-- Cubic elastic energy with a breathing coordinate `w` of stiffness `k`, coupled to the
dilation with strength `g`. -/
def breathingEnergy (C11 C12 C44 g k : ℝ) (e : Fin 6 → ℝ) (w : ℝ) : ℝ :=
  cubicEnergy C11 C12 C44 e + g * w * dilation e + k * w ^ 2 / 2

/-- Cubic elastic energy with several independent breathing coordinates `w i`, each with its own
stiffness `k i` and coupling `g i` to the dilation. -/
def multiBreathingEnergy {ι : Type*} [Fintype ι] (C11 C12 C44 : ℝ) (g k : ι → ℝ)
    (e : Fin 6 → ℝ) (w : ι → ℝ) : ℝ :=
  cubicEnergy C11 C12 C44 e + ∑ i, (g i * w i * dilation e + k i * w i ^ 2 / 2)

/-- Completing the square: the energy is a cubic elastic energy with `C11` and `C12` lowered by
`g ^ 2 / k`, plus a quadratic term in the displacement of `w` from `-g tr(e) / k`. -/
theorem breathingEnergy_eq_add_sq (C11 C12 C44 g : ℝ) {k : ℝ} (hk : k ≠ 0)
    (e : Fin 6 → ℝ) (w : ℝ) :
    breathingEnergy C11 C12 C44 g k e w =
      cubicEnergy (C11 - g ^ 2 / k) (C12 - g ^ 2 / k) C44 e
        + k / 2 * (w + g * dilation e / k) ^ 2 := by
  unfold breathingEnergy cubicEnergy dilation
  field_simp
  ring

/-- At fixed strain the breathing coordinate minimises the energy if and only if
`w = -g tr(e) / k`. -/
theorem minimizer_iff (C11 C12 C44 g : ℝ) {k : ℝ} (hk : 0 < k) (e : Fin 6 → ℝ) (w : ℝ) :
    (∀ v, breathingEnergy C11 C12 C44 g k e w ≤ breathingEnergy C11 C12 C44 g k e v) ↔
      w = -(g * dilation e / k) := by
  have hw := breathingEnergy_eq_add_sq C11 C12 C44 g hk.ne' e
  have h0 := hw (-(g * dilation e / k))
  rw [neg_add_cancel] at h0
  constructor
  · intro h
    have h1 := h (-(g * dilation e / k))
    have h2 := hw w
    -- the square of the displacement cannot be positive
    have h3 : (w + g * dilation e / k) ^ 2 ≤ 0 := by
      by_contra hx
      have := mul_pos (half_pos hk) (not_le.mp hx)
      linarith
    have h4 : w + g * dilation e / k = 0 :=
      (pow_eq_zero_iff two_ne_zero).mp (le_antisymm h3 (sq_nonneg _))
    linarith
  · intro h v
    have h2 := hw v
    have h3 : 0 ≤ k / 2 * (v + g * dilation e / k) ^ 2 := by positivity
    rw [h]
    linarith

/-- The minimum over the breathing coordinate is the cubic elastic energy with `C11` and `C12`
lowered by `g ^ 2 / k` and `C44` unchanged. -/
theorem relaxed_isLeast (C11 C12 C44 g : ℝ) {k : ℝ} (hk : 0 < k) (e : Fin 6 → ℝ) :
    IsLeast (Set.range (breathingEnergy C11 C12 C44 g k e))
      (cubicEnergy (C11 - g ^ 2 / k) (C12 - g ^ 2 / k) C44 e) := by
  have hw := breathingEnergy_eq_add_sq C11 C12 C44 g hk.ne' e
  refine ⟨⟨-(g * dilation e / k), ?_⟩, ?_⟩
  · rw [hw, neg_add_cancel]
    ring
  · rintro _ ⟨w, rfl⟩
    have h : 0 ≤ k / 2 * (w + g * dilation e / k) ^ 2 := by positivity
    rw [hw]
    linarith

/-- The elastic energy as a function of strain determines the three cubic constants. -/
theorem constants_unique {C11 C12 C44 D11 D12 D44 : ℝ}
    (h : ∀ e, cubicEnergy D11 D12 D44 e = cubicEnergy C11 C12 C44 e) :
    D11 = C11 ∧ D12 = C12 ∧ D44 = C44 := by
  -- uniaxial, biaxial and pure shear test strains
  have h1 := h ![1, 0, 0, 0, 0, 0]
  have h2 := h ![1, 1, 0, 0, 0, 0]
  have h3 := h ![0, 0, 0, 1, 0, 0]
  simp [cubicEnergy] at h1 h2 h3
  refine ⟨?_, ?_, ?_⟩ <;> linarith

/-- Relaxing the breathing coordinate gives a cubic elastic energy with constants
`D11, D12, D44` at every strain if and only if `D11` and `D12` are `C11` and `C12` lowered by
`g ^ 2 / k` and `D44` equals `C44`. -/
theorem relaxed_constants_iff {C11 C12 C44 D11 D12 D44 g k : ℝ} (hk : 0 < k) :
    (∀ e, IsLeast (Set.range (breathingEnergy C11 C12 C44 g k e))
      (cubicEnergy D11 D12 D44 e)) ↔
      D11 = C11 - g ^ 2 / k ∧ D12 = C12 - g ^ 2 / k ∧ D44 = C44 := by
  constructor
  · intro h
    exact constants_unique fun e => (h e).unique (relaxed_isLeast C11 C12 C44 g hk e)
  · rintro ⟨h1, h2, h3⟩ e
    rw [h1, h2, h3]
    exact relaxed_isLeast C11 C12 C44 g hk e

/-- If the unrelaxed constants obey the Cauchy relation `C12 = C44`, the relaxed constants
satisfy `D12 - D44 = -g ^ 2 / k`. -/
theorem cauchy_violation {C11 C12 C44 D11 D12 D44 g k : ℝ} (hk : 0 < k) (hC : C12 = C44)
    (h : ∀ e, IsLeast (Set.range (breathingEnergy C11 C12 C44 g k e))
      (cubicEnergy D11 D12 D44 e)) :
    D12 - D44 = -(g ^ 2 / k) := by
  obtain ⟨-, h2, h3⟩ := (relaxed_constants_iff hk).1 h
  linarith

/-- Cubic constants `D11, D12, D44` arise by relaxing a breathing coordinate in some crystal that
obeys the Cauchy relation if and only if `D12 ≤ D44`. -/
theorem reachable_from_cauchy_iff (D11 D12 D44 : ℝ) :
    (∃ C11 C g k : ℝ, 0 < k ∧ ∀ e, IsLeast (Set.range (breathingEnergy C11 C C g k e))
      (cubicEnergy D11 D12 D44 e)) ↔ D12 ≤ D44 := by
  constructor
  · rintro ⟨C11, C, g, k, hk, h⟩
    have h1 := cauchy_violation hk rfl h
    have h2 : 0 ≤ g ^ 2 / k := by positivity
    linarith
  · intro h
    -- unit stiffness, with the coupling chosen to match the deficit
    have hs : Real.sqrt (D44 - D12) ^ 2 = D44 - D12 := Real.sq_sqrt (sub_nonneg.2 h)
    refine ⟨D11 + (D44 - D12), D44, Real.sqrt (D44 - D12), 1, one_pos,
      (relaxed_constants_iff one_pos).2 ⟨?_, ?_, rfl⟩⟩
    · rw [hs]; ring
    · rw [hs]; ring

/-- If the breathing stiffness is not positive, then at nonzero coupling and nonzero dilation the
energy is unbounded below in the breathing coordinate. -/
theorem unbounded_of_nonpos_stiffness (C11 C12 C44 : ℝ) {g k : ℝ} (hk : k ≤ 0) (hg : g ≠ 0)
    {e : Fin 6 → ℝ} (he : dilation e ≠ 0) :
    ¬ BddBelow (Set.range (breathingEnergy C11 C12 C44 g k e)) := by
  rintro ⟨m, hm⟩
  -- choose `w` so that the linear coupling alone pushes the energy below `m`
  obtain ⟨w, hw⟩ : ∃ w, g * w * dilation e = -(|cubicEnergy C11 C12 C44 e - m| + 1) :=
    ⟨-(|cubicEnergy C11 C12 C44 e - m| + 1) / (g * dilation e), by field_simp⟩
  have h : m ≤ breathingEnergy C11 C12 C44 g k e w := hm ⟨w, rfl⟩
  unfold breathingEnergy at h
  have h1 : k * w ^ 2 ≤ 0 := mul_nonpos_of_nonpos_of_nonneg hk (sq_nonneg w)
  have h2 := le_abs_self (cubicEnergy C11 C12 C44 e - m)
  linarith

/-- With several independent breathing coordinates, the minimum over all of them is the cubic
elastic energy with `C11` and `C12` lowered by the sum of `g i ^ 2 / k i` and `C44` unchanged. -/
theorem multi_relaxed_isLeast {ι : Type*} [Fintype ι] (C11 C12 C44 : ℝ) (g : ι → ℝ)
    {k : ι → ℝ} (hk : ∀ i, 0 < k i) (e : Fin 6 → ℝ) :
    IsLeast (Set.range (multiBreathingEnergy C11 C12 C44 g k e))
      (cubicEnergy (C11 - ∑ i, g i ^ 2 / k i) (C12 - ∑ i, g i ^ 2 / k i) C44 e) := by
  -- the lowering is a sum of one contribution per coordinate
  have key : cubicEnergy (C11 - ∑ i, g i ^ 2 / k i) (C12 - ∑ i, g i ^ 2 / k i) C44 e =
      cubicEnergy C11 C12 C44 e + ∑ i, -(g i ^ 2 / k i * (dilation e ^ 2 / 2)) := by
    rw [Finset.sum_neg_distrib, ← Finset.sum_mul]
    unfold cubicEnergy dilation
    ring
  have sq : ∀ i (x : ℝ), g i * x * dilation e + k i * x ^ 2 / 2 =
      -(g i ^ 2 / k i * (dilation e ^ 2 / 2)) + k i / 2 * (x + g i * dilation e / k i) ^ 2 := by
    intro i x
    have hi := (hk i).ne'
    field_simp
    ring
  rw [key]
  refine ⟨⟨fun i => -(g i * dilation e / k i), ?_⟩, ?_⟩
  · unfold multiBreathingEnergy
    congr 1
    refine Finset.sum_congr rfl fun i _ => ?_
    rw [sq, neg_add_cancel]
    ring
  · rintro _ ⟨w, rfl⟩
    unfold multiBreathingEnergy
    refine add_le_add le_rfl (Finset.sum_le_sum fun i _ => ?_)
    have hi := hk i
    have h : 0 ≤ k i / 2 * (w i + g i * dilation e / k i) ^ 2 := by positivity
    rw [sq]
    linarith

end

end BreathingShellCauchy
```

```lean
#print axioms BreathingShellCauchy.minimizer_iff
-- 'BreathingShellCauchy.minimizer_iff' depends on axioms: [propext, Classical.choice, Quot.sound]
#print axioms BreathingShellCauchy.reachable_from_cauchy_iff
-- 'BreathingShellCauchy.reachable_from_cauchy_iff' depends on axioms: [propext, Classical.choice, Quot.sound]
#print axioms BreathingShellCauchy.unbounded_of_nonpos_stiffness
-- 'BreathingShellCauchy.unbounded_of_nonpos_stiffness' depends on axioms: [propext, Classical.choice, Quot.sound]
#print axioms BreathingShellCauchy.multi_relaxed_isLeast
-- 'BreathingShellCauchy.multi_relaxed_isLeast' depends on axioms: [propext, Classical.choice, Quot.sound]
```

## Which constants the relaxed crystal has

A strain is a function `e : Fin 6 → ℝ`, that is, six real numbers $e_0,\dots,e_5$. The first three are the normal strains and the last three the shears. The indices start at zero, whereas the names of the elastic constants keep the usual Voigt labels, which start at one. The function `cubicEnergy` is the elastic energy density

$$
U(C_{11},C_{12},C_{44};e)=\tfrac12\left[C_{11}(e_0^2+e_1^2+e_2^2)+2C_{12}(e_0e_1+e_1e_2+e_0e_2)+C_{44}(e_3^2+e_4^2+e_5^2)\right].
$$

The shears are engineering shears, each twice the corresponding tensor component. This convention fixes the normalisation of $C_{44}$, and so it matters for any comparison of $C_{12}$ with $C_{44}$.

The function `dilation` is the trace $t=e_0+e_1+e_2$, the relative change of volume to first order. With it, `breathingEnergy` is

$$
E(e,w)=U(C_{11},C_{12},C_{44};e)+g\,w\,t+\tfrac12 k w^2 .
$$

The central theorem is `relaxed_constants_iff`. It takes $k>0$ and three candidate constants $D_{11},D_{12},D_{44}$. Its left side says that for every strain $e$, the number $U(D_{11},D_{12},D_{44};e)$ is the least element of the set of values $E(e,w)$. In Lean that set is `Set.range (breathingEnergy C11 C12 C44 g k e)`, and `IsLeast` means that the number belongs to the set and lies below all its other members. The right side says

$$
D_{11}=C_{11}-\frac{g^2}{k},\qquad D_{12}=C_{12}-\frac{g^2}{k},\qquad D_{44}=C_{44}.
$$

The two sides are equivalent, so these constants describe the relaxed crystal and no others do.

The theorem `cauchy_violation` adds the hypothesis `hC : C12 = C44` and concludes that $D_{12}-D_{44}=-g^2/k$. The theorem `reachable_from_cauchy_iff` turns the question round: given $D_{11},D_{12},D_{44}$, can they come from some crystal with $C_{12}=C_{44}$ by relaxing one breathing coordinate? They can exactly when $D_{12}\le D_{44}$.

## A shell radius that responds to volume

In a breathing shell model of an ionic crystal, the electron shell of an ion can change its radius as well as its position. The coordinate $w$ stands for such a change, taken to be the same in every cell. The stiffness $k$ is the second derivative of the energy density with respect to $w$ at fixed strain. It therefore includes the change in repulsion between the shell and its neighbours, not only the shell's own spring constant. The coupling $g$ measures how strongly a change of volume pushes on the radius. Since $E$ is an energy density, both $k$ and $g$ are taken per unit volume. If $w$ counts an increase of radius and the shell contracts under compression, then $g$ is negative, but the elastic constants depend only on $g^2$.

A spherical change of radius has no preferred direction. If the ion sits at a site of cubic symmetry, then to linear order in the strain this change can couple only to the trace, and the coupling term has this form for that reason. At a site of lower symmetry other couplings are possible; they are left out here. Shears leave the trace unchanged, and $C_{44}$ is untouched.

The Cauchy relation $C_{12}=C_{44}$ is assumed, not derived. It represents a static cubic crystal held together by central pair forces, with every atom at a centre of inversion and no stress in the reference state. Breathing with $g\neq0$ breaks the relation: once the radius has relaxed, the energy of a shell depends on all its neighbours together and is no longer a sum of pair terms.

For the fitting of ionic potentials to elastic constants, the result says that, within this harmonic model with a homogeneous strain, breathing added to a Cauchy solid can account for $C_{12}<C_{44}$ but never for $C_{12}>C_{44}$. It also says that the elastic constants depend on $g$ and $k$ only through $g^2/k$.

The interatomic potentials, the shell displacements and the phonons of a full breathing shell model do not appear. Whatever they contribute must already be contained in $C_{11},C_{12},C_{44},g$ and $k$. These constants are arbitrary real numbers apart from the condition on $k$; in particular, neither the original nor the relaxed crystal is required to be elastically stable.

## Completing the square

Fix a strain. Only two terms of $E$ contain $w$, and for $k\neq0$

$$
g\,w\,t+\tfrac12kw^2=\frac k2\left(w+\frac{g\,t}{k}\right)^2-\frac{g^2t^2}{2k}.
$$

The last term depends on the strain alone. Expanding the trace gives

$$
t^2=(e_0^2+e_1^2+e_2^2)+2(e_0e_1+e_1e_2+e_0e_2),
$$

which contains exactly the two combinations that multiply $C_{11}$ and $C_{12}$ in $U$, with the same relative weights. Subtracting $\tfrac12(g^2/k)\,t^2$ therefore lowers both constants by $g^2/k$:

$$
E(e,w)=U\!\left(C_{11}-\tfrac{g^2}{k},\,C_{12}-\tfrac{g^2}{k},\,C_{44};e\right)+\frac k2\left(w+\frac{g\,t}{k}\right)^2 .
$$

When $k>0$ the square term is never negative, and it vanishes only at $w=-g\,t/k$. This is the unique minimiser, and the first term is the minimum energy.

It remains to see that this energy fixes its constants. Suppose two sets of cubic constants give the same energy at every strain. The uniaxial strain $(1,0,0,0,0,0)$ has energy $C_{11}/2$, so the two values of $C_{11}$ agree. The biaxial strain $(1,1,0,0,0,0)$ has energy $C_{11}+C_{12}$, so the values of $C_{12}$ agree as well. The shear $(0,0,0,1,0,0)$ has energy $C_{44}/2$ and settles the third constant.

If $C_{12}=C_{44}$ at the start, subtraction gives

$$
D_{12}-D_{44}=C_{12}-\frac{g^2}{k}-C_{44}=-\frac{g^2}{k}\le 0 .
$$

Conversely, let $D_{12}\le D_{44}$. Choose $k=1$, $g=\sqrt{D_{44}-D_{12}}$, $C_{12}=C_{44}=D_{44}$ and $C_{11}=D_{11}+D_{44}-D_{12}$. Relaxation subtracts $D_{44}-D_{12}$ from $C_{11}$ and $C_{12}$ and returns the prescribed constants.

## How the Lean proofs follow the algebra

The completed square is `breathingEnergy_eq_add_sq`. After the definitions are unfolded, `field_simp` clears the denominators and `ring` checks the polynomial identity. This lemma needs only $k\neq0$; the sign of $k$ enters afterwards.

The lemma `minimizer_iff` identifies the minimiser. In one direction, a minimising $w$ is compared with $-g\,t/k$. The comparison forces the squared displacement to be at most zero, hence equal to zero. In the other direction, `positivity` shows that the square term is nonnegative for every competitor $v$. In `relaxed_isLeast` the claimed minimum is attained because the square term vanishes at $w=-g\,t/k$, and it is a lower bound because the square term is nonnegative.

The lemma `constants_unique` inserts the three test strains, lets `simp` evaluate the energies, and solves the resulting linear equations with `linarith`. In `relaxed_constants_iff` the forward direction uses the fact that a set has at most one least element: the energy with constants $D$ must equal the energy found in `relaxed_isLeast` at each strain, and `constants_unique` then compares the constants. The reverse direction substitutes the three equalities. From there `cauchy_violation` is a subtraction, and `reachable_from_cauchy_iff` supplies the explicit choice of $g$ and $k$ given above.

The theorem `multi_relaxed_isLeast` treats finitely many coordinates $w_i$, each with $k_i>0$ and with no coupling between different coordinates. The minimum energy then has $C_{11}$ and $C_{12}$ lowered by $\sum_i g_i^2/k_i$. In its proof, `sq` completes the square for each coordinate, and `key` collects the strain-dependent remainders into the lowered constants. The lower bound follows by comparing the sums term by term. If there are no coordinates at all, the sum is zero and the original constants remain.

## Zero coupling, and a stiffness that is not positive

For $g=0$ the minimiser is $w=0$ at every strain. The constants do not change, and a crystal that obeys the Cauchy relation continues to obey it. The same constants are approached when $g$ is held fixed and $k$ grows without bound, which describes a shell too stiff to breathe.

Without the condition $k>0$ there may be no minimum. For a purely algebraic example, which is not a physical crystal, take $C_{11}=C_{12}=C_{44}=0$, $g=1$, $k=-1$ and the strain $(1,0,0,0,0,0)$. Then

$$
E(e,w)=w-\tfrac12w^2=\tfrac12-\tfrac12(w-1)^2,
$$

which has no lower bound. The formula for the lowered constants would give $D_{11}=D_{12}=1$ and an energy of $\tfrac12$ at this strain, but that is the maximum over $w$.

The theorem `unbounded_of_nonpos_stiffness` gives the general case: if $k\le0$, $g\neq0$ and $t\neq0$, the energy is unbounded below in $w$. Its proof supposes that $m$ is a lower bound and chooses $w$ so that $g\,w\,t=-(|U-m|+1)$, where $U$ is the elastic energy without breathing. Since $kw^2/2\le0$, the total energy is at most $U-|U-m|-1\le m-1$, a contradiction.
